# Branching-diagram numbers of two coupled spin groups, and their Catalan sum of squares

Two spins one half, each a group of its own, couple to one singlet and one triplet. Now take one spin out of the first group and put it into the second. The first group is empty, with spin 0, and the second has spin 0 or 1, each in one way. The possible total spins are again 0 and 1, once each. Moving a spin between the groups has changed the description but not the count, and the same move, repeated, settles the general case.

## Counting the ways to reach a total spin

In how many independent ways can $N$ spins one half be coupled to total spin $S$? Add the spins one at a time. Each new spin raises or lowers the total spin by $1/2$, except that spin 0 can only be raised. With $m=2S$, a coupling scheme is an $N$-step walk on $0,1,2,\dots$ from $0$ to $m$ with steps $\pm1$, a path in the branching diagram. Let $f(N,m)$ be the number of such walks. Here $m$ is twice the total spin, not a magnetic quantum number, and $M$ below is a number of spins.

For groups of $M$ and $N$ spins with doubled spins $p$ and $q$, let $T(p,q,m)=1$ if $|p-q|\le m\le p+q$ and $p+q+m$ is even, and $0$ otherwise. This is the triangle rule: $T$ is the number of times that total spin $m/2$ occurs when a spin $p/2$ is coupled to a spin $q/2$. Then

$$f(M+N,m)=\sum_{p=0}^{M}\sum_{q=0}^{N} f(M,p)\,f(N,q)\,T(p,q,m),\qquad \sum_{p=0}^{N} f(N,p)^2=C_N,$$

where $C_N=\frac{(2N)!}{(N+1)!\,N!}$ is the Catalan number.

In electronic structure, $f(N,m)$ is the number of linearly independent spin eigenfunctions, at fixed $S$ and $M_S$, for $N$ singly occupied orbitals; the result concerns this spin factor alone, not the spatial functions or the energies.

## Moving one spin at a time

**Recursion.** Removing the last step gives $f(0,0)=1$, $f(N+1,0)=f(N,1)$ and $f(N+1,m+1)=f(N,m)+f(N,m+2)$. Also $f(N,m)=0$ for $m>N$.

**Summation by parts.** Let $g$ be any weight, with $g(-1)=0$. Inserting the recursion and shifting the index gives

$$\sum_{p=0}^{M+1} f(M+1,p)\,g(p)=\sum_{p=0}^{M} f(M,p)\,[g(p+1)+g(p-1)],$$

because the terms with $p>M$ vanish.

**Exchange.** With $T=0$ whenever $p$ or $q$ is $-1$,

$$T(p+1,q,m)+T(p-1,q,m)=T(p,q+1,m)+T(p,q-1,m).$$

Both sides vanish unless $p+q+m$ is odd, so assume that it is. Put $s=p+q$ and $d=p-q$. The four conditions are, in order,

- $|d+1|\le m\le s+1$ and $|d-1|\le m\le s-1$ on the left,
- $|d-1|\le m\le s+1$ and $|d+1|\le m\le s-1$ on the right.

If $m\le s-1$, the upper bounds all hold and both sides count the same two lower bounds. Parity excludes $m=s$. If $m=s+1$, only the first condition on each side can hold, and it does, since $|d\pm1|\le s+1$. If $m>s+1$, both sides are zero. At $p=0$ the second condition on the left reads $q+1\le m\le q-1$, which is impossible, in agreement with the convention; $q=0$ is similar.

**The move.** Sum by parts in $p$, exchange, and sum by parts backwards in $q$:

$$\sum_{p,q} f(M+1,p)f(N,q)T(p,q,m)=\sum_{p,q} f(M,p)f(N+1,q)T(p,q,m).$$

Repeat until the first group is empty. Then $p=0$ and $T(0,q,m)=\delta_{qm}$, so the sum is $f(M+N,m)$.

**Singlets.** For $m=0$ the triangle rule forces $p=q$, so $f(M+N,0)=\sum_{p=0}^{M} f(M,p)f(N,p)$. With $M=N$ the right side is the sum of squares.

**Factorials.** For $N=m+2k$,

$$f(N,m)=\frac{(m+1)\,N!}{(m+k+1)!\,k!}.$$

This holds at $N=0$. Assume it for $N$ and let $N+1=m+2k$.

- If $m=0$, then $N+1=2k$ and $f(N+1,0)=f(N,1)=\frac{2\,N!}{(k+1)!\,(k-1)!}=\frac{(N+1)!}{(k+1)!\,k!}$.
- If $k=0$, then $f(N+1,N+1)=f(N,N)=1$, as the formula says.
- Otherwise
$$f(N,m-1)+f(N,m+1)=\frac{N!\,[m(m+k+1)+(m+2)k]}{(m+k+1)!\,k!},$$
and the bracket equals $(m+1)(m+2k)=(m+1)(N+1)$.

Hence $f(2N,0)=\frac{(2N)!}{(N+1)!\,N!}=C_N$.

## Five spins as two plus three

The nonzero values are $f(2,0)=f(2,2)=1$, $f(3,1)=2$ and $f(3,3)=1$. For total spin $1/2$, so $m=1$, the allowed pairs $(p,q)$ are $(0,1)$, $(2,1)$ and $(2,3)$. They contribute $2+2+1=5$. The recursion agrees: $f(5,1)=f(4,0)+f(4,2)=2+3=5$. For three spins the squares give $2^2+1^2=5=C_3$.

## Paths as a Lean type

```lean
import Mathlib

open Finset
open scoped Nat

namespace BranchingDiagram
```

The type `BranchPath N m` has one element for each walk. A `down` step starts at height `m + 1` and lands on the natural number `m`, so no walk can go below zero.

```lean
/-- Paths in the branching diagram: `BranchPath N m` is the type of `N`-step walks on the
nonnegative integers from `0` to `m` with steps `+1` and `-1`. The height `m` is twice the spin. -/
inductive BranchPath : ℕ → ℕ → Type
  | start : BranchPath 0 0
  | up {N m : ℕ} (w : BranchPath N m) : BranchPath (N + 1) (m + 1)
  | down {N m : ℕ} (w : BranchPath N (m + 1)) : BranchPath (N + 1) m
```

Removing the last step is a bijection. At height zero only `down` is possible; at height `m + 1` there are two cases, collected in a disjoint sum.

```lean
/-- A path that ends at height `0` arrived there from height `1`. -/
def lastStepZero (N : ℕ) : BranchPath (N + 1) 0 ≃ BranchPath N 1 where
  toFun := fun | .down w => w
  invFun := fun w => .down w
  left_inv w := by cases w; rfl
  right_inv _ := rfl

/-- A path that ends at height `m + 1` arrived there from height `m` or from height `m + 2`. -/
def lastStepSucc (N m : ℕ) :
    BranchPath (N + 1) (m + 1) ≃ BranchPath N m ⊕ BranchPath N (m + 2) where
  toFun := fun | .up w => .inl w | .down w => .inr w
  invFun := fun | .inl w => .up w | .inr w => .down w
  left_inv w := by cases w <;> rfl
  right_inv w := by cases w <;> rfl
```

Finiteness follows by recursion on the number of steps. It matters because `Nat.card`, used to define `f`, returns zero on an infinite type.

```lean
/-- There are finitely many paths with a given number of steps and a given end point. -/
instance finite_paths : ∀ N m : ℕ, Finite (BranchPath N m)
  | 0, m => by
    have : Subsingleton (BranchPath 0 m) := ⟨fun a b => by cases a; cases b; rfl⟩
    infer_instance
  | N + 1, 0 => by
    have := finite_paths N 1
    exact Finite.of_equiv _ (lastStepZero N).symm
  | N + 1, m + 1 => by
    have := finite_paths N m
    have := finite_paths N (m + 2)
    exact Finite.of_equiv _ (lastStepSucc N m).symm

/-- The branching-diagram number `f(N,m)`: how many `N`-step paths end at height `m`. -/
noncomputable def f (N m : ℕ) : ℕ := Nat.card (BranchPath N m)
```

The function `triangle` is $T$. The difference is taken in the integers, since subtraction of natural numbers stops at zero.

```lean
/-- The triangle rule as a multiplicity: `1` if `|p - q| ≤ m ≤ p + q` and `p + q + m` is even,
and `0` otherwise. The arguments are twice the spins. -/
def triangle (p q m : ℕ) : ℕ :=
  if |(p : ℤ) - q| ≤ m ∧ m ≤ p + q ∧ Even (p + q + m) then 1 else 0
```

These definitions and the theorems below concern walks. That each walk stands for one independent spin function is the quantum-mechanical rule for adding a spin one half, and it enters as the interpretation of the model.

## Recursion and summation by parts

The bijections turn into equations between cardinalities, and induction on `N` shows that heights above `N` are not reached.

```lean
/-- The branching recursion: one path of no steps, and each number is the sum of its neighbours
in the previous column. -/
theorem f_recursion : f 0 0 = 1 ∧ (∀ N, f (N + 1) 0 = f N 1) ∧
    ∀ N m, f (N + 1) (m + 1) = f N m + f N (m + 2) := by
  refine ⟨?_, fun N => Nat.card_congr (lastStepZero N), fun N m => ?_⟩
  · exact Nat.card_eq_one_iff_unique.mpr
      ⟨⟨fun a b => by cases a; cases b; rfl⟩, ⟨.start⟩⟩
  · unfold f
    rw [Nat.card_congr (lastStepSucc N m), Nat.card_sum]

/-- No path of `N` steps ends above height `N`. -/
theorem f_eq_zero : ∀ N m : ℕ, N < m → f N m = 0 := by
  intro N
  induction N with
  | zero =>
    intro m h
    obtain ⟨k, rfl⟩ : ∃ k, m = k + 1 := ⟨m - 1, by omega⟩
    have : IsEmpty (BranchPath 0 (k + 1)) := ⟨fun w => by cases w⟩
    exact Nat.card_of_isEmpty
  | succ N ih =>
    intro m h
    obtain ⟨k, rfl⟩ : ∃ k, m = k + 1 := ⟨m - 1, by omega⟩
    rw [f_recursion.2.2, ih k (by omega), ih (k + 2) (by omega)]
```

In the next lemma `range (M + 1)` means $p=0,\dots,M$, and the `if` expresses $g(-1)=0$. The auxiliary equation `h` shifts the index in the lowering term, and `h'` removes the two top terms, which vanish by `f_eq_zero`.

```lean
/-- Summation by parts: the last step of the paths can be moved onto the weight `g`. -/
theorem sum_last_step (M : ℕ) (g : ℕ → ℕ) :
    ∑ p ∈ range (M + 1 + 1), f (M + 1) p * g p =
      ∑ p ∈ range (M + 1), f M p * (g (p + 1) + if p = 0 then 0 else g (p - 1)) := by
  have h : ∑ p ∈ range (M + 1), f M p * (if p = 0 then 0 else g (p - 1)) =
      ∑ p ∈ range M, f M (p + 1) * g p := by
    rw [sum_range_succ']
    simp
  -- the two extra terms at the top vanish
  have h' : ∑ p ∈ range (M + 1), f M (p + 2) * g (p + 1) + f M 1 * g 0 =
      ∑ p ∈ range M, f M (p + 1) * g p := by
    calc _ = ∑ p ∈ range (M + 1 + 1), f M (p + 1) * g p :=
          (sum_range_succ' (fun p => f M (p + 1) * g p) (M + 1)).symm
      _ = _ := by
          rw [sum_range_succ, sum_range_succ, f_eq_zero M (M + 1) (by omega),
            f_eq_zero M (M + 1 + 1) (by omega)]
          simp
  rw [sum_range_succ' (fun p => f (M + 1) p * g p) (M + 1), f_recursion.2.1]
  simp only [f_recursion.2.2, mul_add, add_mul, sum_add_distrib]
  rw [h]
  linarith
```

## Exchange and induction

The exchange identity holds for all natural `p`, `q` and `m`. Lean writes the absolute value as two inequalities and the parity as a remainder modulo 2; `split_ifs` lists the cases and `omega` decides each by linear integer arithmetic.

```lean
/-- Adding one spin one half to `p` or to `q` gives the same multiplicity of `m` in the
coupled system. -/
theorem triangle_exchange (p q m : ℕ) :
    triangle (p + 1) q m + (if p = 0 then 0 else triangle (p - 1) q m) =
      triangle p (q + 1) m + (if q = 0 then 0 else triangle p (q - 1) m) := by
  simp only [triangle, abs_le, Nat.even_iff]
  split_ifs <;> omega
```

For the move, `sum_last_step` is applied first with the whole inner sum over `q` as weight, then to the second group for each fixed `p`. What remains is the exchange identity, with `p = 0` treated separately.

```lean
/-- Moving one spin from the first group to the second leaves the coupled count unchanged. -/
theorem move_one_spin (M N m : ℕ) :
    ∑ p ∈ range (M + 1 + 1), ∑ q ∈ range (N + 1), f (M + 1) p * f N q * triangle p q m =
      ∑ p ∈ range (M + 1), ∑ q ∈ range (N + 1 + 1), f M p * f (N + 1) q * triangle p q m := by
  have h := sum_last_step M (fun p => ∑ q ∈ range (N + 1), f N q * triangle p q m)
  simp only [mul_assoc, ← mul_sum]
  refine h.trans (sum_congr rfl fun p _ => ?_)
  rw [sum_last_step N (fun q => triangle p q m)]
  congr 1
  simp only [← triangle_exchange]
  by_cases hp : p = 0
  · simp [hp]
  · simp only [if_neg hp, mul_add, sum_add_distrib]
```

The main theorem is an induction on `M`. The hypothesis must be available for every `N`, hence `generalizing N`, because the second group grows as the first shrinks. In the base case `hT` is $T(0,q,m)=\delta_{qm}$; if `m` exceeds `N`, both sides are zero.

```lean
/-- Coupling two groups of spins: `f(M+N,m)` is the sum of `f(M,p) f(N,q)` over all `p ≤ M` and
`q ≤ N` that satisfy the triangle rule with `m`. -/
theorem f_add (M N m : ℕ) :
    f (M + N) m =
      ∑ p ∈ range (M + 1), ∑ q ∈ range (N + 1), f M p * f N q * triangle p q m := by
  induction M generalizing N with
  | zero =>
    have hT : ∀ q, triangle 0 q m = if q = m then 1 else 0 := by
      intro q
      simp only [triangle, abs_le, Nat.even_iff]
      split_ifs <;> omega
    simp only [zero_add, sum_range_one, f_recursion.1, one_mul, hT, mul_ite, mul_one, mul_zero,
      sum_ite_eq', mem_range]
    split_ifs with h
    · rfl
    · exact f_eq_zero N m (by omega)
  | succ M ih =>
    rw [show M + 1 + N = M + (N + 1) by omega, ih (N + 1)]
    exact (move_one_spin M N m).symm
```

## Singlets and Catalan numbers

At `m = 0` the triangle rule leaves only `q = p`. The groups may differ in size: a `p` above `N` contributes nothing.

```lean
/-- Paths of `M + N` steps that return to `0` are counted by pairs of paths, of `M` and of `N`
steps, with a common end point. -/
theorem f_add_singlet (M N : ℕ) :
    f (M + N) 0 = ∑ p ∈ range (M + 1), f M p * f N p := by
  rw [f_add]
  refine sum_congr rfl fun p _ => ?_
  -- two spins couple to zero only if they are equal
  have hT : ∀ q, triangle p q 0 = if q = p then 1 else 0 := by
    intro q
    simp only [triangle, abs_le, Nat.even_iff]
    split_ifs <;> omega
  simp only [hT, mul_ite, mul_one, mul_zero, sum_ite_eq', mem_range]
  split_ifs with h
  · rfl
  · rw [f_eq_zero N p (by omega), mul_zero]
```

The factorial formula is stated without division, as a product of natural numbers. The case splits on `m` and `k` are the three cases of the derivation, with indices shifted by one where a number is positive.

```lean
/-- Factorial formula: for `N = m + 2k`, `f(N,m) (m+k+1)! k! = (m+1) N!`. -/
theorem f_mul_factorial : ∀ N m k : ℕ, N = m + 2 * k →
    f N m * ((m + k + 1)! * k !) = (m + 1) * N ! := by
  intro N
  induction N with
  | zero =>
    intro m k h
    obtain ⟨rfl, rfl⟩ : m = 0 ∧ k = 0 := by omega
    simp [f_recursion.1]
  | succ N ih =>
    intro m k h
    rcases m with _ | m
    · obtain ⟨j, rfl⟩ : ∃ j, k = j + 1 := ⟨k - 1, by omega⟩
      have e := ih 1 j (by omega)
      rw [f_recursion.2.1, show 0 + (j + 1) + 1 = 1 + j + 1 by omega,
        Nat.factorial_succ j, Nat.factorial_succ N]
      calc f N 1 * ((1 + j + 1)! * ((j + 1) * j !))
          = (j + 1) * (f N 1 * ((1 + j + 1)! * j !)) := by ring
        _ = _ := by rw [e, show N = 2 * j + 1 by omega]; ring
    · rcases k with _ | j
      · have e := ih m 0 (by omega)
        rw [f_recursion.2.2, f_eq_zero N (m + 2) (by omega), add_zero,
          show m + 1 + 0 + 1 = (m + 0 + 1) + 1 by omega,
          Nat.factorial_succ (m + 0 + 1), Nat.factorial_succ N]
        calc f N m * ((m + 0 + 1 + 1) * (m + 0 + 1)! * 0 !)
            = (m + 2) * (f N m * ((m + 0 + 1)! * 0 !)) := by ring
          _ = _ := by rw [e, show N = m by omega]
      · have e1 := ih m (j + 1) (by omega)
        have e2 := ih (m + 2) j (by omega)
        have a : (m + 1 + (j + 1) + 1)! = (m + j + 3) * (m + (j + 1) + 1)! := by
          rw [show m + 1 + (j + 1) + 1 = (m + (j + 1) + 1) + 1 by omega,
            Nat.factorial_succ (m + (j + 1) + 1)]
          ring
        rw [show m + 2 + j + 1 = m + 1 + (j + 1) + 1 by omega] at e2
        rw [f_recursion.2.2]
        calc (f N m + f N (m + 2)) * ((m + 1 + (j + 1) + 1)! * (j + 1)!)
            = (m + j + 3) * (f N m * ((m + (j + 1) + 1)! * (j + 1)!)) +
              (j + 1) * (f N (m + 2) * ((m + 1 + (j + 1) + 1)! * j !)) := by
              rw [a, Nat.factorial_succ j]; ring
          _ = _ := by
              rw [e1, e2, Nat.factorial_succ N, show N = m + 2 * j + 2 by omega]; ring
```

Mathlib's `catalan` is defined by a recursion, and `succ_mul_catalan_eq_centralBinom` supplies $(N+1)\,C_N=\binom{2N}{N}$. The last proof rewrites the sum of squares as `f (N + N) 0`, multiplies both sides by $(N+1)!\,N!$, compares, and cancels the positive factor.

```lean
/-- The squares of the branching-diagram numbers of `N` spins one half sum to the `N`-th
Catalan number. -/
theorem sum_sq_eq_catalan (N : ℕ) : ∑ p ∈ range (N + 1), f N p ^ 2 = catalan N := by
  simp only [sq]
  rw [← f_add_singlet N N]
  have h := f_mul_factorial (N + N) 0 N (by omega)
  simp only [zero_add, one_mul] at h
  have hc := succ_mul_catalan_eq_centralBinom N
  rw [Nat.centralBinom_eq_two_mul_choose, two_mul] at hc
  have hb := Nat.choose_mul_factorial_mul_factorial (show N ≤ N + N by omega)
  rw [Nat.add_sub_cancel, ← hc] at hb
  -- compare both numbers after multiplication by the same factorials
  apply Nat.eq_of_mul_eq_mul_right (Nat.mul_pos (Nat.factorial_pos (N + 1)) (Nat.factorial_pos N))
  rw [h, ← hb, Nat.factorial_succ N]
  ring

end BranchingDiagram
```

```lean
#print axioms BranchingDiagram.sum_sq_eq_catalan
-- 'BranchingDiagram.sum_sq_eq_catalan' depends on axioms: [propext, Classical.choice, Quot.sound]
```
